# Bessel-function eigenstates of a tight-binding chain in a nonzero uniform field

## Definitions and conventions

The sites of an infinite chain are labelled by integers $j$, and a state is a real sequence $\psi(j)$, the amplitude on each site. For an integer $n$ and a real $x$, let

$$J_n(x)=\frac{1}{2\pi}\int_0^{2\pi}\cos(ns-x\sin s)\,ds .$$

This is the integral form of the Bessel function of integer order, taken here as the definition. With hopping amplitude $-t$ and a field that raises the site energy by $F$ per site, the Hamiltonian is

$$(H\psi)(j)=-t\,[\psi(j+1)+\psi(j-1)]+Fj\,\psi(j).$$

Both $t$ and $F$ are real energies of either sign. The lattice spacing is 1, and the site energy is zero at $j=0$.

## Equally spaced levels in a tilted band

Without the field, and with $t\neq0$, the eigenstates are extended waves in a band of width $4|t|$. For $F\neq0$, each integer $m$ labels a normalised state

$$\psi_m(j)=J_{j-m}(2t/F),\qquad H\psi_m=Fm\,\psi_m .$$

Neighbouring levels are $|F|$ apart and form a Wannier–Stark ladder, so the $\psi_m$ are called ladder states. Every $\psi_m$ is a translated copy of $\psi_0$. The states are also orthonormal and complete:

$$\sum_j\psi_m(j)\psi_{m'}(j)=\delta_{mm'},\qquad \sum_m\psi_m(j)\psi_m(k)=\delta_{jk}.$$

For one non-interacting particle in a single band with nearest-neighbour hopping, this gives exact levels and states against which a numerical calculation on a long finite chain can be compared, away from the chain's ends. In a real crystal the field also couples different bands, which this model leaves out.

## The recurrence and the energy

Write $\theta=ns-x\sin s$. Then

$$\frac{d}{ds}\sin\theta=(n-x\cos s)\cos\theta .$$

Since $\sin\theta$ vanishes at $s=0$ and at $s=2\pi$, integration gives

$$n\int_0^{2\pi}\cos\theta\,ds=x\int_0^{2\pi}\cos s\cos\theta\,ds .$$

The integrands of orders $n+1$ and $n-1$ are $\cos(\theta+s)$ and $\cos(\theta-s)$, whose sum is $2\cos s\cos\theta$. Hence

$$x\,[J_{n+1}(x)+J_{n-1}(x)]=2n\,J_n(x).$$

Now put $n=j-m$ and $x=2t/F$, and multiply by $F/2$:

$$t\,[\psi_m(j+1)+\psi_m(j-1)]=F(j-m)\,\psi_m(j).$$

Subtracting this from $Fj\,\psi_m(j)$ leaves $Fm\,\psi_m(j)$, which is the eigenvalue equation.

## The norm from Parseval's identity

Under $s\to2\pi-s$ the phase $\theta$ becomes $2\pi n-\theta$, so $\sin\theta$ changes sign and its integral over the period is zero. Therefore

$$\frac1{2\pi}\int_0^{2\pi}e^{-ins}e^{ix\sin s}\,ds=\frac1{2\pi}\int_0^{2\pi}(\cos\theta-i\sin\theta)\,ds=J_n(x).$$

The numbers $J_n(x)$ are thus the Fourier coefficients of $e^{ix\sin s}$, a function of modulus one. Parseval's identity gives $\sum_nJ_n(x)^2=1$, and a shift of the index by $m$ gives the norm of $\psi_m$.

## Orthogonality from a lattice current

Take integers $a\neq b$ and set $A_j=J_{j-a}(x)$, $B_j=J_{j-b}(x)$. Define the current

$$f(j)=A_{j+1}B_j-A_jB_{j+1}.$$

Its difference between neighbouring sites is

$$f(j)-f(j-1)=(A_{j+1}+A_{j-1})B_j-A_j(B_{j+1}+B_{j-1}).$$

Multiplying by $x$ and using the recurrence for both sequences gives

$$x\,[f(j)-f(j-1)]=2(j-a)A_jB_j-2(j-b)A_jB_j=2(b-a)A_jB_j .$$

Products of two square-summable sequences are summable, because $|AB|\le A^2+B^2$. So $f$ is summable, and $f(j)$ and $f(j-1)$ have the same sum over $j$. The left side sums to zero, and since $b\neq a$, so does $A_jB_j$.

For completeness, let $i$ now denote an integer index, not the imaginary unit, and put $m=-i$ in $\sum_mJ_{j-m}J_{k-m}$. It becomes $\sum_iJ_{i+j}J_{i+k}$, the same type of sum with shifts $a=-j$ and $b=-k$, and equals $\delta_{jk}$.

## No hopping, and the width of a state

At $t=0$ the argument $x$ is zero, and $J_n(0)$ is the average of $\cos(ns)$, which is 1 for $n=0$ and 0 otherwise. Each ladder state then sits on the single site $m$, with energy $Fm$.

The recurrence and orthonormality also give the spread of a state for general $t$. Squaring $2nJ_n=x(J_{n+1}+J_{n-1})$ and summing over $n$ gives $4\sum_nn^2J_n^2=x^2(1+1+0)$. Multiplying the same relation by $J_n$ before summing gives $\sum_nnJ_n^2=0$. The mean position in $\psi_m$ is therefore $m$, and the root-mean-square width is $|x|/\sqrt2=\sqrt2\,|t/F|$. This moment calculation is an addition by hand and does not appear in the code.

## The Lean file

```lean
import Mathlib

open MeasureTheory Real

namespace WannierStarkBessel

noncomputable section

/-- The Bessel function of integer order `n`, as the average of `cos (n s - x sin s)` over
one period. -/
def besselJ (n : ℤ) (x : ℝ) : ℝ :=
  (2 * π)⁻¹ * ∫ s in (0 : ℝ)..(2 * π), Real.cos (n * s - x * Real.sin s)

/-- The tight-binding Hamiltonian with hopping amplitude `-t` and a uniform field that
raises the site energy by `F` per site. -/
def starkH (t F : ℝ) (ψ : ℤ → ℝ) (j : ℤ) : ℝ :=
  -t * (ψ (j + 1) + ψ (j - 1)) + F * j * ψ j

/-- The ladder state with index `m`: its amplitude at site `j` is `J_(j-m)(2t/F)`. -/
def ladderState (t F : ℝ) (m j : ℤ) : ℝ := besselJ (j - m) (2 * t / F)

/-- The phase wave `exp (i x sin s)`. -/
def phaseWave (x s : ℝ) : ℂ := Complex.exp (((x * Real.sin s : ℝ) : ℂ) * Complex.I)

/-- The three-term recurrence `x (J_(n+1) + J_(n-1)) = 2 n J_n`. -/
theorem besselJ_recurrence (n : ℤ) (x : ℝ) :
    x * (besselJ (n + 1) x + besselJ (n - 1) x) = 2 * n * besselJ n x := by
  have hc : ∀ k : ℤ, IntervalIntegrable
      (fun s : ℝ => Real.cos (k * s - x * Real.sin s)) volume 0 (2 * π) :=
    fun k => Continuous.intervalIntegrable (by fun_prop) _ _
  -- the integral of a total derivative over a period vanishes
  have hd : ∀ s : ℝ, HasDerivAt (fun s : ℝ => Real.sin (n * s - x * Real.sin s))
      (Real.cos (n * s - x * Real.sin s) * (n - x * Real.cos s)) s := fun s =>
    ((((hasDerivAt_id' s).const_mul (n : ℝ)).fun_sub
      ((Real.hasDerivAt_sin s).const_mul x)).sin).congr_deriv (by ring)
  have h := intervalIntegral.integral_eq_sub_of_hasDerivAt (a := 0) (b := 2 * π)
    (fun s _ => hd s) (Continuous.intervalIntegrable (by fun_prop) _ _)
  have hz : Real.sin (n * (2 * π) - x * Real.sin (2 * π)) = 0 := by
    rw [Real.sin_two_pi, mul_zero, Real.sin_int_mul_two_pi_sub, Real.sin_zero, neg_zero]
  have h0 : Real.sin (n * 0 - x * Real.sin 0) = 0 := by simp
  rw [hz, h0, sub_zero] at h
  -- neighbouring orders combine to a factor `2 cos s`
  have h1 : (∫ s in (0 : ℝ)..(2 * π), Real.cos ((n + 1 : ℤ) * s - x * Real.sin s))
      + (∫ s in (0 : ℝ)..(2 * π), Real.cos ((n - 1 : ℤ) * s - x * Real.sin s))
      = ∫ s in (0 : ℝ)..(2 * π), 2 * Real.cos s * Real.cos (n * s - x * Real.sin s) := by
    rw [← intervalIntegral.integral_add (hc _) (hc _)]
    refine intervalIntegral.integral_congr fun s _ => ?_
    have e1 : ((n + 1 : ℤ) : ℝ) * s - x * Real.sin s = (n * s - x * Real.sin s) + s := by
      push_cast; ring
    have e2 : ((n - 1 : ℤ) : ℝ) * s - x * Real.sin s = (n * s - x * Real.sin s) - s := by
      push_cast; ring
    simp only [e1, e2]
    rw [Real.cos_add (n * s - x * Real.sin s) s, Real.cos_sub (n * s - x * Real.sin s) s]
    ring
  have h2 : (∫ s in (0 : ℝ)..(2 * π),
        Real.cos (n * s - x * Real.sin s) * (n - x * Real.cos s))
      = n * (∫ s in (0 : ℝ)..(2 * π), Real.cos (n * s - x * Real.sin s))
      - x / 2 * ∫ s in (0 : ℝ)..(2 * π),
          2 * Real.cos s * Real.cos (n * s - x * Real.sin s) := by
    rw [← intervalIntegral.integral_const_mul, ← intervalIntegral.integral_const_mul,
      ← intervalIntegral.integral_sub (Continuous.intervalIntegrable (by fun_prop) _ _)
        (Continuous.intervalIntegrable (by fun_prop) _ _)]
    refine intervalIntegral.integral_congr fun s _ => ?_
    ring
  rw [h2, ← h1] at h
  unfold besselJ
  linear_combination (-2 * (2 * π)⁻¹) * h

/-- The average of `sin (n s - x sin s)` over a period vanishes. -/
theorem integral_sin_phase (n : ℤ) (x : ℝ) :
    ∫ s in (0 : ℝ)..(2 * π), Real.sin (n * s - x * Real.sin s) = 0 := by
  have h := intervalIntegral.integral_comp_sub_left (a := 0) (b := 2 * π)
    (fun s : ℝ => Real.sin (n * s - x * Real.sin s)) (2 * π)
  -- the reflection `s → 2π - s` flips the sign of the integrand
  have e : ∀ s : ℝ, Real.sin (n * (2 * π - s) - x * Real.sin (2 * π - s))
      = -Real.sin (n * s - x * Real.sin s) := fun s => by
    rw [Real.sin_two_pi_sub, show (n : ℝ) * (2 * π - s) - x * (-Real.sin s)
      = n * (2 * π) - (n * s - x * Real.sin s) by ring, Real.sin_int_mul_two_pi_sub]
  simp only [e, sub_self, sub_zero, intervalIntegral.integral_neg] at h
  linarith

/-- The Bessel functions `J_n(x)` are the Fourier coefficients of `exp (i x sin s)`. -/
theorem fourierCoeff_phaseWave (n : ℤ) (x : ℝ) :
    fourierCoeffOn Real.two_pi_pos (phaseWave x) n = (besselJ n x : ℂ) := by
  have hπ : (π : ℂ) ≠ 0 := Complex.ofReal_ne_zero.mpr Real.pi_ne_zero
  have hint : ∀ s : ℝ, fourier (-n) (s : AddCircle (2 * π - 0)) • phaseWave x s
      = ((Real.cos (n * s - x * Real.sin s) : ℝ) : ℂ)
        - ((Real.sin (n * s - x * Real.sin s) : ℝ) : ℂ) * Complex.I := fun s => by
    trans Complex.exp (((-(n * s - x * Real.sin s) : ℝ) : ℂ) * Complex.I)
    · rw [fourier_coe_apply, phaseWave, smul_eq_mul, ← Complex.exp_add]
      congr 1
      simp only [sub_zero]
      push_cast
      field_simp
      ring
    · rw [Complex.exp_mul_I, ← Complex.ofReal_cos, ← Complex.ofReal_sin,
        Real.cos_neg, Real.sin_neg, Complex.ofReal_neg]
      ring
  rw [fourierCoeffOn_eq_integral]
  simp_rw [hint]
  rw [intervalIntegral.integral_sub (Continuous.intervalIntegrable (by fun_prop) _ _)
      (Continuous.intervalIntegrable (by fun_prop) _ _),
    intervalIntegral.integral_mul_const, intervalIntegral.integral_ofReal,
    intervalIntegral.integral_ofReal, integral_sin_phase, besselJ, Complex.real_smul,
    Complex.ofReal_mul, Complex.ofReal_zero, zero_mul, sub_zero, sub_zero, one_div]

/-- The squares of the Bessel functions of all integer orders sum to one. -/
theorem hasSum_besselJ_sq (x : ℝ) : HasSum (fun n : ℤ => besselJ n x ^ 2) 1 := by
  have hn : ∀ s, ‖phaseWave x s‖ = 1 := fun s => Complex.norm_exp_ofReal_mul_I _
  have hcont : Continuous (phaseWave x) := by unfold phaseWave; fun_prop
  have hL : MemLp (phaseWave x) 2 (volume.restrict (Set.Ioc 0 (2 * π))) :=
    MemLp.of_bound hcont.aestronglyMeasurable 1
      (Filter.Eventually.of_forall fun s => (hn s).le)
  -- Parseval for a wave of unit modulus
  have h := hasSum_sq_fourierCoeffOn Real.two_pi_pos hL
  have hv : (2 * π - 0)⁻¹ • (∫ s in (0 : ℝ)..(2 * π), ‖phaseWave x s‖ ^ 2) = 1 := by
    simp only [hn, one_pow, intervalIntegral.integral_const, smul_eq_mul, sub_zero, mul_one]
    exact inv_mul_cancel₀ Real.two_pi_pos.ne'
  rw [hv] at h
  simpa only [fourierCoeff_phaseWave, Complex.norm_real, Real.norm_eq_abs, sq_abs] using h

/-- Bessel sequences shifted by `a` and `b` sites are orthonormal on the lattice. -/
theorem hasSum_besselJ_mul (x : ℝ) (a b : ℤ) :
    HasSum (fun j : ℤ => besselJ (j - a) x * besselJ (j - b) x) (if a = b then 1 else 0) := by
  have hsq : ∀ c : ℤ, HasSum (fun j : ℤ => besselJ (j - c) x ^ 2) 1 := fun c =>
    (Equiv.subRight c).hasSum_iff.mpr (hasSum_besselJ_sq x)
  have hs : ∀ c d : ℤ, Summable (fun j : ℤ => besselJ (j - c) x * besselJ (j - d) x) := by
    intro c d
    refine Summable.of_norm_bounded
      (g := fun j : ℤ => besselJ (j - c) x ^ 2 + besselJ (j - d) x ^ 2)
      ((hsq c).summable.add (hsq d).summable) fun j => ?_
    rw [Real.norm_eq_abs, abs_le]
    constructor <;> nlinarith [sq_nonneg (besselJ (j - c) x + besselJ (j - d) x),
      sq_nonneg (besselJ (j - c) x - besselJ (j - d) x),
      sq_nonneg (besselJ (j - c) x), sq_nonneg (besselJ (j - d) x)]
  split_ifs with hab
  · subst hab
    simpa only [sq] using hsq a
  · -- the lattice current between neighbouring sites has a shift-invariant sum
    obtain ⟨f, hfe⟩ : ∃ f : ℤ → ℝ, f = fun j => besselJ (j - (a - 1)) x * besselJ (j - b) x
      - besselJ (j - a) x * besselJ (j - (b - 1)) x := ⟨_, rfl⟩
    have hfs : Summable f := by
      rw [hfe]
      exact (hs (a - 1) b).sub (hs a (b - 1))
    have hf : HasSum f (∑' j, f j) := hfs.hasSum
    have hshift := (Equiv.subRight (1 : ℤ)).hasSum_iff.mpr hf
    have hf' : HasSum (fun j => f (j - 1)) (∑' j, f j) := hshift
    have hne : (b : ℝ) - a ≠ 0 := sub_ne_zero.mpr (by exact_mod_cast Ne.symm hab)
    have h := (hf.sub hf').mul_left (x / (2 * ((b : ℝ) - a)))
    rw [sub_self, mul_zero] at h
    have e : (fun j : ℤ => besselJ (j - a) x * besselJ (j - b) x)
        = fun j : ℤ => x / (2 * ((b : ℝ) - a)) * (f j - f (j - 1)) := ?_
    · rw [e]
      exact h
    funext j
    have ra := besselJ_recurrence (j - a) x
    have rb := besselJ_recurrence (j - b) x
    simp only [hfe]
    rw [show j - (a - 1) = j - a + 1 by ring, show j - (b - 1) = j - b + 1 by ring,
      show j - 1 - (a - 1) = j - a by ring, show j - 1 - (b - 1) = j - b by ring,
      show j - 1 - a = j - a - 1 by ring, show j - 1 - b = j - b - 1 by ring]
    push_cast at ra rb
    rw [div_mul_eq_mul_div, eq_div_iff (mul_ne_zero two_ne_zero hne)]
    linear_combination besselJ (j - a) x * rb - besselJ (j - b) x * ra

/-- Wannier-Stark ladder: in a nonzero field the ladder state with index `m` has energy `F m` and
unit norm, different ladder states are orthogonal, and together they resolve the identity on the
lattice sites. -/
theorem wannierStark_ladder (t F : ℝ) (hF : F ≠ 0) :
    (∀ m j : ℤ, starkH t F (ladderState t F m) j = F * m * ladderState t F m j) ∧
    (∀ m : ℤ, HasSum (fun j => ladderState t F m j ^ 2) 1) ∧
    (∀ m m' : ℤ, m ≠ m' →
      HasSum (fun j => ladderState t F m j * ladderState t F m' j) 0) ∧
    (∀ j k : ℤ, HasSum (fun m => ladderState t F m j * ladderState t F m k)
      (if j = k then 1 else 0)) := by
  refine ⟨fun m j => ?_, fun m => ?_, fun m m' hm => ?_, fun j k => ?_⟩
  · have r := besselJ_recurrence (j - m) (2 * t / F)
    have hx : F * (2 * t / F) = 2 * t := mul_div_cancel₀ _ hF
    unfold starkH ladderState
    rw [show j + 1 - m = j - m + 1 by ring, show j - 1 - m = j - m - 1 by ring]
    push_cast at r
    linear_combination (-F / 2) * r + (1 / 2) * (besselJ (j - m + 1) (2 * t / F)
      + besselJ (j - m - 1) (2 * t / F)) * hx
  · simpa only [ladderState, if_true, sq] using hasSum_besselJ_mul (2 * t / F) m m
  · simpa only [ladderState, if_neg hm] using hasSum_besselJ_mul (2 * t / F) m m'
  · -- exchange the roles of site and ladder index
    have h := hasSum_besselJ_mul (2 * t / F) (-j) (-k)
    simp only [neg_inj] at h
    have h' := (Equiv.neg ℤ).hasSum_iff.mpr h
    have e : (fun m => ladderState t F m j * ladderState t F m k)
        = (fun i : ℤ => besselJ (i - -j) (2 * t / F) * besselJ (i - -k) (2 * t / F))
          ∘ (Equiv.neg ℤ) := by
      funext m
      simp only [Function.comp_apply, Equiv.neg_apply, ladderState]
      rw [show -m - -j = j - m by ring, show -m - -k = k - m by ring]
    rw [e]
    exact h'

end

end WannierStarkBessel
```

```lean
#print axioms WannierStarkBessel.hasSum_besselJ_sq
#print axioms WannierStarkBessel.wannierStark_ladder
```

```
'WannierStarkBessel.hasSum_besselJ_sq' depends on axioms: [propext, Classical.choice, Quot.sound]
'WannierStarkBessel.wannierStark_ladder' depends on axioms: [propext, Classical.choice, Quot.sound]
```

## Reading `wannierStark_ladder`

The function `besselJ` is the integral average, `starkH` is $H$, and `ladderState t F m j` is $\psi_m(j)$. The theorem takes real `t` and `F` with the single hypothesis `hF : F ≠ 0`, which says that the field is on. Its four parts are the eigenvalue equation at every site, the unit norm, the orthogonality of different ladder states, and the resolution of the identity between sites $j$ and $k$.

The infinite sums are written with `HasSum`, which says that the series over all integers converges, in any order of summation, to the given value.

`starkH` acts on arbitrary real sequences. The file does not set up $H$ as an unbounded operator on the square-summable sequences, so its domain, self-adjointness and spectrum are not treated. Time evolution, and with it Bloch oscillation, is also absent.

## How the proof follows the derivation

`besselJ_recurrence` starts from the derivative of $\sin\theta$ (`hd`) and applies the fundamental theorem of calculus. The facts `hz` and `h0` are the vanishing endpoint values. Then `h1` combines the neighbouring orders by the addition formulas, `h2` splits the integral of the derivative, and `linear_combination` restores the prefactor $1/(2\pi)$.

`integral_sin_phase` is the reflection argument: the substitution shows that the integral equals its own negative. `fourierCoeff_phaseWave` uses it to identify the Fourier coefficients of `phaseWave`, after splitting the exponential into its cosine and sine parts.

`hasSum_besselJ_sq` applies Mathlib's Parseval theorem, `hasSum_sq_fourierCoeffOn`. This needs the wave to be square-integrable, which follows from its continuity and unit modulus; the same modulus makes the averaged intensity equal to one.

`hasSum_besselJ_mul` treats all shifts together. Summability (`hs`) comes from the bound by a sum of squares. For $a=b$ the claim is the norm. For $a\neq b$ the proof introduces the current `f`, subtracts its shifted sum from its sum, and multiplies by $x/(2(b-a))$. The two instances `ra` and `rb` of the recurrence then show that the resulting terms are the products $A_jB_j$.

In `wannierStark_ladder`, the eigenvalue equation is a linear combination of the recurrence and `hx`, the identity $F\cdot(2t/F)=2t$, which is where `hF` enters. The norm and orthogonality are the cases of equal and different shifts in `hasSum_besselJ_mul`. The last part uses the shifts $-j$ and $-k$ and reverses the sign of the summation index through `Equiv.neg`.
